# Bounds on the photon energy in head-on inverse Compton scattering

A final state of the collision is taken here to be any pair of three-dimensional momenta, one for the photon and one for the electron, that conserves total momentum and total energy. Each energy is computed from its momentum as a positive square root, so both particles are on shell from the start, and no scattering angle or scattering plane is put in.

Units have $c=1$. An electron of mass $m$, momentum $P$ along the positive $z$ axis and energy $E=\sqrt{m^2+P^2}$ meets a photon of energy $w>0$ that moves along negative $z$. If $P\ge w$, the energy $w'$ of the outgoing photon satisfies

$$w\le w'\le W,\qquad W=\frac{w(E+P)}{E-P+2w},$$

and a photon sent straight back has energy $W$.

## Momenta, energies and final states

```lean
import Mathlib

namespace InverseCompton

noncomputable section
```

The first line loads the library Mathlib. The namespace puts the prefix `InverseCompton` before every name defined below.

```lean
/-- The energy of a free particle of mass `m` and momentum `p`, in units with `c = 1`.
A photon has `m = 0`. -/
def energy (m : ℝ) (p : Fin 3 → ℝ) : ℝ :=
  √(m ^ 2 + p 0 ^ 2 + p 1 ^ 2 + p 2 ^ 2)
```

The type `Fin 3 → ℝ` is that of a function giving a real number for each index 0, 1, 2, which is a vector with components $p_0,p_1,p_2$ along $x,y,z$. The definition reads $\sqrt{m^2+p_0^2+p_1^2+p_2^2}$. The photon is the case $m=0$.

```lean
/-- A momentum along the beam axis with component `z`. -/
def axial (z : ℝ) : Fin 3 → ℝ := ![0, 0, z]
```

`axial z` is the vector $(0,0,z)$. The incoming electron has momentum `axial P` and the incoming photon `axial (-w)`.

```lean
/-- The photon momentum `k` and electron momentum `p` conserve total momentum and energy in the
collision of an electron of momentum `P` along `z` with a photon of energy `w` along negative `z`.
-/
def IsFinalState (m P w : ℝ) (k p : Fin 3 → ℝ) : Prop :=
  k + p = axial P + axial (-w) ∧
    energy 0 k + energy m p = energy m (axial P) + energy 0 (axial (-w))
```

Here `k` is the outgoing photon momentum and `p` the outgoing electron momentum. The symbol `∧` means "and": the first line is conservation of momentum, a vector equation, and the second is conservation of energy. The unscattered pair also satisfies this definition, with photon energy $w$.

The definition is purely kinematic. It contains no cross section, spin or polarisation, and it admits exactly one photon and one electron after the collision.

```lean
/-- The Compton edge `w (E + P) / (E - P + 2 w)`, with `E` the incoming electron energy. -/
def comptonEdge (m P w : ℝ) : ℝ :=
  w * (energy m (axial P) + P) / (energy m (axial P) - P + 2 * w)
```

This is $W$. The file has no separate variable for $E$; wherever `energy m (axial P)` appears, read $E$.

## Three facts about energies

```lean
/-- The mass-shell relation between energy and momentum. -/
theorem energy_sq (m : ℝ) (p : Fin 3 → ℝ) :
    energy m p ^ 2 = m ^ 2 + p 0 ^ 2 + p 1 ^ 2 + p 2 ^ 2 := by
  unfold energy
  exact Real.sq_sqrt (by positivity)
```

A theorem in Lean has a name, its variables and hypotheses, a colon, the statement, and after `:=` the proof. This one is the mass-shell relation. Squaring removes the root because the expression under it is not negative, which `positivity` checks.

```lean
/-- The momentum component along the beam axis never exceeds the energy in magnitude. -/
theorem abs_le_energy (m : ℝ) (p : Fin 3 → ℝ) : |p 2| ≤ energy m p := by
  unfold energy
  apply Real.abs_le_sqrt
  linarith [sq_nonneg m, sq_nonneg (p 0), sq_nonneg (p 1)]
```

This says $|p_2|\le\sqrt{m^2+|p|^2}$, since $p_2^2$ is one of the non-negative terms under the root. For the outgoing photon it gives $|k_2|\le w'$, and for the incoming electron $|P|\le E$. The tactic `linarith`, used here and throughout, proves inequalities that follow linearly from known ones.

```lean
/-- The mass-shell relation for a particle moving along the beam axis. -/
theorem energy_axial_sq (m P : ℝ) : energy m (axial P) ^ 2 = m ^ 2 + P ^ 2 := by
  rw [energy_sq]
  simp [axial]

/-- The energy of a photon on the beam axis is the magnitude of its momentum. -/
theorem photon_energy_axial (z : ℝ) : energy 0 (axial z) = |z| := by
  simp [energy, axial, Real.sqrt_sq_eq_abs]
```

On the axis these facts become $E^2=m^2+P^2$ for the electron and, for a photon, energy $|z|$. The incoming photon therefore has energy $|-w|=w$.

## Eliminating the outgoing electron

```lean
/-- The Compton relation between the energy of the outgoing photon and its momentum component along
the positive `z` axis. -/
theorem compton_relation {m P w : ℝ} {k p : Fin 3 → ℝ} (hw : 0 < w)
    (h : IsFinalState m P w k p) :
    energy 0 k * (energy m (axial P) + w) - (P - w) * k 2
      = w * (energy m (axial P) + P) := by
  obtain ⟨hp, hE⟩ := h
  have h0 : p 0 = -k 0 := by
    have := congrFun hp 0
    simp [axial] at this
    linarith
  have h1 : p 1 = -k 1 := by
    have := congrFun hp 1
    simp [axial] at this
    linarith
  have h2 : p 2 = P - w - k 2 := by
    have := congrFun hp 2
    simp [axial] at this
    linarith
  rw [photon_energy_axial, abs_neg, abs_of_pos hw] at hE
  have e : energy m p = energy m (axial P) + w - energy 0 k := by linarith
  -- put the outgoing electron on its mass shell and eliminate it
  have s := energy_sq m p
  rw [e, h0, h1, h2] at s
  linear_combination (-1 / 2) * s + (1 / 2) * energy_sq 0 k + (1 / 2) * energy_axial_sq m P
```

Names in curly braces are variables that Lean works out for itself. The hypotheses are `hw`, which says $w>0$, and `h`, which says that $k$ and $p$ form a final state. The conclusion is

$$w'(E+w)-(P-w)k_2=w(E+P).$$

By hand, conservation gives the outgoing electron the momentum $(-k_0,-k_1,P-w-k_2)$ and the energy $E+w-w'$. Its mass-shell relation is

$$(E+w-w')^2=m^2+k_0^2+k_1^2+(P-w-k_2)^2.$$

Expand both squares. The term $w'^2$ cancels against $k_0^2+k_1^2+k_2^2$, because the photon is massless. What remains is

$$(E+w)^2-m^2-(P-w)^2=2w'(E+w)-2(P-w)k_2.$$

With $E^2=m^2+P^2$ the left side equals $2w(E+P)$, and division by 2 gives the claim.

In the proof, `h0`, `h1` and `h2` are the three components of momentum conservation, and `e` is the energy of the outgoing electron. The final `linear_combination` adds the three mass-shell relations with the coefficients shown and checks that the result is the desired equation.

## The two bounds

```lean
/-- If the electron momentum is at least the photon energy, the outgoing photon energy lies
between the incoming photon energy and the Compton edge. -/
theorem photon_energy_bounds {m P w : ℝ} {k p : Fin 3 → ℝ} (hw : 0 < w) (hPw : w ≤ P)
    (h : IsFinalState m P w k p) :
    w ≤ energy 0 k ∧ energy 0 k ≤ comptonEdge m P w := by
  have rel := compton_relation hw h
  have hk := abs_le.mp (abs_le_energy 0 k)
  have hP : |P| ≤ energy m (axial P) := abs_le_energy m (axial P)
  have hP' := le_abs_self P
  constructor
  · -- the extreme case is a photon that keeps its direction
    have a := mul_nonneg (sub_nonneg.2 hPw) (by linarith [hk.1] : 0 ≤ energy 0 k + k 2)
    have b : w * (energy m (axial P) + P) ≤ energy 0 k * (energy m (axial P) + P) := by
      nlinarith
    exact le_of_mul_le_mul_right b (by linarith)
  · -- the extreme case is a photon that reverses its direction
    have a := mul_nonneg (sub_nonneg.2 hPw) (sub_nonneg.2 hk.2)
    unfold comptonEdge
    rw [le_div_iff₀ (by linarith)]
    nlinarith
```

The new hypothesis `hPw` says $w\le P$. No condition on $m$ is needed.

For the lower bound, $P-w\ge0$ and $w'+k_2\ge0$, so the Compton relation gives

$$w'(E+P)=w(E+P)+(P-w)(w'+k_2)\ge w(E+P).$$

Dividing by $E+P>0$ yields $w'\ge w$.

For the upper bound, use $w'-k_2\ge0$ instead:

$$w'(E-P+2w)=w(E+P)-(P-w)(w'-k_2)\le w(E+P).$$

Since $E\ge P$ and $w>0$, the factor $E-P+2w$ is positive, and dividing by it yields $w'\le W$.

The proof treats the two halves in this order. In each, `a` is the non-negative product, and `nlinarith`, which extends `linarith` to products, combines it with the Compton relation `rel`.

For a head-on collision with $P\ge w$ that ends with exactly one photon and one electron, a cross section differential in $w'$ vanishes outside these bounds. A simulated event of this kind with $w'$ outside them violates conservation of energy or momentum, or has a particle off its mass shell.

## Backscattering reaches the upper bound

```lean
/-- With `W` the Compton edge, the photon momentum `(0, 0, W)` and the electron momentum `(0, 0, P -
w - W)` form a final state, and the photon energy is `W`. -/
theorem backscattering_attains_edge (m P w : ℝ) (hw : 0 < w) :
    IsFinalState m P w (axial (comptonEdge m P w)) (axial (P - w - comptonEdge m P w)) ∧
      energy 0 (axial (comptonEdge m P w)) = comptonEdge m P w := by
  have hP : |P| ≤ energy m (axial P) := abs_le_energy m (axial P)
  obtain ⟨hl, hr⟩ := abs_le.mp hP
  have hd : 0 < energy m (axial P) - P + 2 * w := by linarith
  have hW0 : 0 ≤ comptonEdge m P w :=
    div_nonneg (mul_nonneg hw.le (by linarith)) hd.le
  have hWd : comptonEdge m P w * (energy m (axial P) - P + 2 * w)
      = w * (energy m (axial P) + P) := div_mul_cancel₀ _ hd.ne'
  -- the energy left for the electron is not negative
  have hWle : comptonEdge m P w ≤ energy m (axial P) + w := by
    unfold comptonEdge
    rw [div_le_iff₀ hd]
    nlinarith [mul_nonneg (sub_nonneg.2 hr)
      (by linarith : 0 ≤ energy m (axial P) + 2 * w), sq_nonneg w]
  have he : energy m (axial (P - w - comptonEdge m P w))
      = energy m (axial P) + w - comptonEdge m P w := by
    have hn : 0 ≤ energy m (axial (P - w - comptonEdge m P w)) := Real.sqrt_nonneg _
    refine (sq_eq_sq₀ hn (by linarith)).mp ?_
    rw [energy_axial_sq]
    linear_combination 2 * hWd - energy_axial_sq m P
  have hγ : energy 0 (axial (comptonEdge m P w)) = comptonEdge m P w := by
    rw [photon_energy_axial, abs_of_nonneg hW0]
  refine ⟨⟨?_, ?_⟩, hγ⟩
  · ext i
    fin_cases i <;> simp [axial]
    ring
  · rw [hγ, he, photon_energy_axial, abs_neg, abs_of_pos hw]
    ring
```

The theorem names the outgoing momenta: $(0,0,W)$ for the photon and $(0,0,P-w-W)$ for the electron. It says that they form a final state and that the photon energy is $W$. It needs only $w>0$. If $m\ne0$ or $P>0$, then $E+P>0$, so $W$ is positive and this final state is exact backscattering: the photon has reversed its direction.

Momentum is conserved by construction. For energy, the outgoing electron must have energy $E+w-W$. Factoring a difference of squares gives

$$(E+w-W)^2-(P-w-W)^2=(E-P+2w)(E+P-2W).$$

By the definition of $W$, the right side is

$$(E-P)(E+P)+2w(E+P)-2w(E+P)=m^2,$$

so the squares agree. The energy is the positive root, so $E+w-W\ge0$ is needed too. It follows from

$$(E+w)(E-P+2w)-w(E+P)=(E-P)(E+2w)+2w^2\ge0.$$

In the file, `hWd` is the definition of $W$ cleared of its denominator, `hWle` is the sign condition, and `he` obtains the electron energy by comparing squares.

```lean
/-- If the electron momentum exceeds the photon energy, the outgoing photon has the edge energy
exactly when it leaves along the direction of the incoming electron with that energy. -/
theorem edge_iff_backscattering {m P w : ℝ} {k p : Fin 3 → ℝ} (hw : 0 < w) (hPw : w < P)
    (h : IsFinalState m P w k p) :
    energy 0 k = comptonEdge m P w ↔ k = axial (comptonEdge m P w) := by
  constructor
  · intro hk
    have rel := compton_relation hw h
    have hP : |P| ≤ energy m (axial P) := abs_le_energy m (axial P)
    have hd : 0 < energy m (axial P) - P + 2 * w := by linarith [le_abs_self P]
    have hWd : comptonEdge m P w * (energy m (axial P) - P + 2 * w)
        = w * (energy m (axial P) + P) := div_mul_cancel₀ _ hd.ne'
    have t := energy_sq 0 k
    rw [hk] at rel t
    have z : (P - w) * (comptonEdge m P w - k 2) = 0 := by linear_combination rel - hWd
    have h2 : k 2 = comptonEdge m P w := by
      have := (mul_eq_zero.mp z).resolve_left (by linarith)
      linarith
    -- no energy is left for transverse momentum
    rw [h2] at t
    have h0 : k 0 = 0 := pow_eq_zero_iff two_ne_zero |>.mp
      (le_antisymm (by linarith [sq_nonneg (k 1)]) (sq_nonneg _))
    have h1 : k 1 = 0 := pow_eq_zero_iff two_ne_zero |>.mp
      (le_antisymm (by linarith [sq_nonneg (k 0)]) (sq_nonneg _))
    ext i
    fin_cases i <;> simp [axial, h0, h1, h2]
  · intro hk
    rw [hk]
    exact (backscattering_attains_edge m P w hw).2
```

The symbol `↔` means "if and only if". For $P>w$, the photon energy is $W$ exactly when the photon momentum is $(0,0,W)$.

Suppose $w'=W$. Subtracting $W(E-P+2w)=w(E+P)$ from the Compton relation leaves

$$(P-w)(W-k_2)=0.$$

Since $P\ne w$, this gives $k_2=W$. Then $W^2=k_0^2+k_1^2+W^2$ forces $k_0=k_1=0$. The converse is the energy already computed for the backscattered photon.

The inequality is strict for a reason: at $P=w$ the total momentum vanishes, $W=w$, and the photon keeps its energy whatever its direction.

## The reversed bounds and electrons at rest

```lean
/-- If a massive electron has momentum component `P ≤ w` along `z`, the bounds are reversed: the
outgoing photon energy lies between the Compton edge and the incoming photon energy. -/
theorem photon_energy_bounds_reversed {m P w : ℝ} {k p : Fin 3 → ℝ} (hm : 0 < m) (hw : 0 < w)
    (hPw : P ≤ w) (h : IsFinalState m P w k p) :
    comptonEdge m P w ≤ energy 0 k ∧ energy 0 k ≤ w := by
  have rel := compton_relation hw h
  have hk := abs_le.mp (abs_le_energy 0 k)
  have hP : |P| < energy m (axial P) := abs_lt_of_sq_lt_sq
    (by linarith [energy_axial_sq m P, pow_pos hm 2]) (Real.sqrt_nonneg _)
  obtain ⟨hl, hr⟩ := abs_lt.mp hP
  constructor
  · have a := mul_nonneg (sub_nonneg.2 hPw) (sub_nonneg.2 hk.2)
    unfold comptonEdge
    rw [div_le_iff₀ (by linarith)]
    nlinarith
  · have a := mul_nonneg (sub_nonneg.2 hPw) (by linarith [hk.1] : 0 ≤ energy 0 k + k 2)
    have b : energy 0 k * (energy m (axial P) + P) ≤ w * (energy m (axial P) + P) := by
      nlinarith
    exact le_of_mul_le_mul_right b (by linarith)
```

For $P\le w$ and $m>0$ the order is reversed: $W\le w'\le w$. The photon can no longer gain energy. An electron at rest is the case $P=0$, $E=m$, where the lower bound is $W=wm/(m+2w)$. Negative $P$ is allowed as well and describes an electron moving in the same direction as the photon.

The argument is the earlier one with the sign of $P-w$ changed:

$$w'(E-P+2w)=w(E+P)+(w-P)(w'-k_2)\ge w(E+P),$$

$$w'(E+P)=w(E+P)-(w-P)(w'+k_2)\le w(E+P).$$

The positive mass makes $|P|<E$ strict, so that $E+P$ is positive even for negative $P$ and can be divided out.

## An upper estimate from the Lorentz factor

```lean
/-- For a massive electron with momentum at least the photon energy, the photon energy grows by
a factor below four times the square of the electron's energy-to-mass ratio. -/
theorem photon_energy_lt_four_gamma_sq {m P w : ℝ} {k p : Fin 3 → ℝ} (hm : 0 < m) (hw : 0 < w)
    (hPw : w ≤ P) (h : IsFinalState m P w k p) :
    energy 0 k < 4 * (energy m (axial P) / m) ^ 2 * w := by
  have key : ∀ E : ℝ, P ≤ E → E ^ 2 = m ^ 2 + P ^ 2 →
      w * (E + P) / (E - P + 2 * w) < 4 * (E / m) ^ 2 * w := by
    intro E hE hs
    have hE0 : 0 < E := by linarith
    have h1 : E + P ≤ 4 * (E / m) ^ 2 * (E - P) := by
      have r : 4 * (E / m) ^ 2 * (E - P) = 4 * E ^ 2 * (E - P) / m ^ 2 := by ring
      have hm2 : m ^ 2 = (E - P) * (E + P) := by linear_combination -hs
      rw [r, le_div_iff₀ (by positivity), hm2]
      nlinarith [mul_nonneg (sq_nonneg (E - P)) (by linarith : 0 ≤ 3 * E + P)]
    have h2 : 0 < (E / m) ^ 2 := by positivity
    rw [div_lt_iff₀ (by linarith)]
    nlinarith [mul_le_mul_of_nonneg_left h1 hw.le, mul_pos h2 (mul_pos hw hw)]
  have hP : |P| ≤ energy m (axial P) := abs_le_energy m (axial P)
  exact lt_of_le_of_lt (photon_energy_bounds hw hPw h).2
    (key _ (le_trans (le_abs_self P) hP) (energy_axial_sq m P))

end

end InverseCompton
```

For $m>0$ the ratio $E/m$ is the Lorentz factor $\gamma$ of the incoming electron. The theorem says $w'<4\gamma^2w$ whenever $P\ge w$.

Since $w'\le W$, it is enough to show $W<4\gamma^2w$. From $m^2=(E-P)(E+P)$,

$$4\gamma^2(E-P)=\frac{4E^2}{E+P}\ge E+P,$$

because $E+P\le2E$. Adding the positive term $8\gamma^2w$ on the left gives

$$4\gamma^2(E-P+2w)>E+P.$$

Multiplying by $w$ and dividing by $E-P+2w$ gives the estimate.

The auxiliary statement `key` proves this for any real number $E$ with $P\le E$ and $E^2=m^2+P^2$. Its step `h1` is the first inequality, and `h2` supplies the positive factor that makes the second one strict. The last lines put in the actual electron energy and join the result to the upper bound $w'\le W$.

```lean
#print axioms InverseCompton.edge_iff_backscattering
#print axioms InverseCompton.photon_energy_bounds_reversed
#print axioms InverseCompton.photon_energy_lt_four_gamma_sq
```

```
'InverseCompton.edge_iff_backscattering' depends on axioms: [propext, Classical.choice, Quot.sound]
'InverseCompton.photon_energy_bounds_reversed' depends on axioms: [propext, Classical.choice, Quot.sound]
'InverseCompton.photon_energy_lt_four_gamma_sq' depends on axioms: [propext, Classical.choice, Quot.sound]
```
